# For a symmetric positive definite dielectric operator, removing the residual takes one polynomial degree per active eigenvalue

Take three density modes and the matrix \(A=\mathrm{diag}(2,2,5)\), with the residual \(r=(1,1,0)\). Then \(Ar=2r\), so the polynomial \(p(X)=1-X/2\) gives \(p(A)r=r-\tfrac12Ar=0\). The degree is one, although the space has three dimensions. The eigenvalue 2 is degenerate but needs only one root, and the eigenvalue 5 needs none because \(r\) has no component there. For \(r=(1,1,1)\) we have \(p(A)r=(p(2),p(2),p(5))\), so \(p\) must vanish at both 2 and 5. The polynomial \((1-X/2)(1-X/5)\) does this, and no nonzero polynomial of lower degree can.

In the linearised self-consistent-field (SCF) problem, \(A\) is the dielectric operator and \(r\) the initial residual: a density correction \(x\) changes the residual to \(r-Ax\). If \(x\) is a combination of \(r,Ar,\dots,A^{k-1}r\), the new residual is \(p(A)r\), where \(p\) has degree at most \(k\) and \(p(0)=1\). In this linear problem, full-history Anderson mixing with a scalar mixing parameter also draws its corrections from such combinations. The iteration itself, with its least-squares fit, is not defined in the file: despite the name `anderson_step_count`, the theorems count polynomial degrees, not Anderson iterations.

## Modes that the residual can see

```lean
import Mathlib

open Polynomial

namespace AndersonStepCount

variable {E : Type*} [NormedAddCommGroup E] [InnerProductSpace ℝ E]
```

The last line fixes the setting: `E` is a real vector space with an inner product \(\langle\cdot,\cdot\rangle\). Its dimension is still unrestricted. The inner product need not be the plain one on a grid. This matters because the dielectric operator of the random-phase approximation is in general not symmetric in the plain inner product, but it is symmetric in a Coulomb-weighted one.

```lean
/-- The active modes of a residual `r`: the eigenvalues of `A` whose eigenspace is not
orthogonal to `r`. Each eigenvalue counts once, whatever its degeneracy. -/
def activeModes (A : E →ₗ[ℝ] E) (r : E) : Set ℝ :=
  {μ | ∃ v : E, A v = μ • v ∧ inner ℝ v r ≠ 0}
```

The type `E →ₗ[ℝ] E` is that of linear maps from `E` to itself. The definition reads: a real number \(\mu\) is an active mode of \(r\) if some vector \(v\) satisfies \(Av=\mu v\) and \(\langle v,r\rangle\neq0\). Such a \(v\) is automatically nonzero, so \(\mu\) is an eigenvalue.

The result is a set of numbers, so a degenerate eigenvalue enters once. An eigenvalue whose whole eigenspace is orthogonal to \(r\) does not enter, as happens when symmetry excludes the mode from the residual. Two eigenvalues that differ at all count as two, however close they are.

```lean
/-- Eigenvectors of a symmetric operator that belong to different eigenvalues are orthogonal. -/
theorem inner_eq_zero_of_ne {A : E →ₗ[ℝ] E} (hA : A.IsSymmetric) {v w : E} {μ ν : ℝ}
    (hv : A v = μ • v) (hw : A w = ν • w) (hne : μ ≠ ν) : inner ℝ v w = 0 := by
  have h := hA v w
  rw [hv, hw, real_inner_smul_left, real_inner_smul_right] at h
  have h' : (μ - ν) * inner ℝ v w = 0 := by linear_combination h
  exact (mul_eq_zero.1 h').resolve_left (sub_ne_zero.2 hne)
```

A Lean theorem lists its hypotheses before the colon and its conclusion after it; the proof follows `:= by`. Here `hA` says that \(A\) is symmetric, \(\langle Av,w\rangle=\langle v,Aw\rangle\) for all \(v,w\). If \(Av=\mu v\) and \(Aw=\nu w\), this becomes

\[
\mu\langle v,w\rangle=\nu\langle v,w\rangle,
\qquad\text{so}\qquad
(\mu-\nu)\langle v,w\rangle=0 .
\]

For \(\mu\neq\nu\) the inner product must vanish. In the proof, `h` is the symmetry relation, `rw` inserts the eigenvalue equations, and the last line divides out \(\mu-\nu\).

```lean
/-- If `r` is a sum of nonzero eigenvectors of a symmetric operator, one for each eigenvalue in
a finite set `s`, then its active modes are exactly the elements of `s`. -/
theorem activeModes_sum {A : E →ₗ[ℝ] E} (hA : A.IsSymmetric) (s : Finset ℝ) (v : ℝ → E)
    (hv : ∀ μ ∈ s, A (v μ) = μ • v μ) (hne : ∀ μ ∈ s, v μ ≠ 0) :
    activeModes A (∑ μ ∈ s, v μ) = (s : Set ℝ) := by
  ext μ
  constructor
  · rintro ⟨w, hw, hr⟩
    by_contra hμ
    apply hr
    rw [inner_sum]
    exact Finset.sum_eq_zero fun ν hν => inner_eq_zero_of_ne hA hw (hv ν hν)
      (fun h => hμ (by rw [h]; exact Finset.mem_coe.2 hν))
  · intro hμ
    have hμs : μ ∈ s := Finset.mem_coe.1 hμ
    refine ⟨v μ, hv μ hμs, ?_⟩
    -- only the component in the same eigenspace survives
    rw [inner_sum, Finset.sum_eq_single_of_mem μ hμs
      (fun ν hν h => inner_eq_zero_of_ne hA (hv μ hμs) (hv ν hν) h.symm)]
    exact inner_self_ne_zero.2 (hne μ hμs)
```

This checks that the definition counts what it should. Let \(s\) be a finite set of real numbers, and for each \(\mu\in s\) let \(v_\mu\) be a nonzero eigenvector with eigenvalue \(\mu\). Then \(r=\sum_{\mu\in s}v_\mu\) has exactly \(s\) as its set of active modes.

Suppose first that \(w\) is an eigenvector whose eigenvalue \(\mu\) is not in \(s\). By orthogonality,

\[
\langle w,r\rangle=\sum_{\nu\in s}\langle w,v_\nu\rangle=0,
\]

so \(\mu\) is not active. If instead \(\mu\in s\), take \(v_\mu\) itself as the test vector. Only one term survives, and \(\langle v_\mu,r\rangle=\langle v_\mu,v_\mu\rangle>0\).

The two bullets in the proof are these two directions. In finite dimension every residual can be written as such a sum, by grouping its eigenvector expansion by eigenvalue, so the number of active modes is the number \(d\) of eigenspaces in which \(r\) has a nonzero component.

## What a polynomial does to each mode

```lean
/-- For symmetric `A`, the polynomial `p(A)` multiplies the overlap of the residual with an
eigenvector of eigenvalue `μ` by the number `p(μ)`. -/
theorem inner_aeval {A : E →ₗ[ℝ] E} (hA : A.IsSymmetric) {v : E} {μ : ℝ}
    (hv : A v = μ • v) (p : ℝ[X]) (r : E) :
    inner ℝ v (aeval A p r) = p.eval μ * inner ℝ v r := by
  have hpow : ∀ m : ℕ, inner ℝ v ((A ^ m) r) = μ ^ m * inner ℝ v r := by
    intro m
    induction m with
    | zero => simp
    | succ m ih =>
      rw [pow_succ' A, Module.End.mul_apply, ← hA v ((A ^ m) r), hv,
        real_inner_smul_left, ih]
      ring
  induction p using Polynomial.induction_on'
  · rename_i p q hp hq
    rw [map_add, LinearMap.add_apply, inner_add_right, hp, hq, eval_add]
    ring
  · rename_i m c
    rw [aeval_monomial, Module.End.mul_apply, Module.algebraMap_end_apply,
      real_inner_smul_right, hpow, eval_monomial]
    ring
```

The type `ℝ[X]` contains the real polynomials, `p.eval μ` is the number \(p(\mu)\), and `aeval A p` is the operator \(p(A)\). The theorem says that for \(Av=\mu v\),

\[
\langle v,p(A)r\rangle=p(\mu)\langle v,r\rangle .
\]

For powers this follows by induction on \(m\). The case \(m=0\) is immediate, and symmetry moves one factor of \(A\) to the left:

\[
\langle v,A^{m+1}r\rangle=\langle Av,A^mr\rangle
=\mu\langle v,A^mr\rangle=\mu^{m+1}\langle v,r\rangle .
\]

This is `hpow`. Linearity then extends the formula to all polynomials, and `Polynomial.induction_on'` organises that step into sums and single monomials.

```lean
variable [FiniteDimensional ℝ E]

/-- For symmetric `A` on a finite-dimensional space, the polynomial `p(A)` removes the residual `r`
exactly when `p` vanishes at every active mode. -/
theorem aeval_eq_zero_iff {A : E →ₗ[ℝ] E} (hA : A.IsSymmetric) (p : ℝ[X]) (r : E) :
    aeval A p r = 0 ↔ ∀ μ ∈ activeModes A r, p.eval μ = 0 := by
  constructor
  · rintro h μ ⟨v, hv, hr⟩
    have h' := inner_aeval hA hv p r
    rw [h, inner_zero_right] at h'
    exact (mul_eq_zero.1 h'.symm).resolve_right hr
  · intro h
    -- expand in an orthonormal eigenbasis
    let b := hA.eigenvectorBasis rfl
    have hb : ∀ i, ∃ μ : ℝ, A (b i) = μ • b i :=
      fun i => ⟨_, hA.apply_eigenvectorBasis rfl i⟩
    refine (b.sum_repr' (aeval A p r)).symm.trans (Finset.sum_eq_zero fun i _ => ?_)
    obtain ⟨μ, hμ⟩ := hb i
    rw [inner_aeval hA hμ]
    by_cases hr : inner ℝ (b i) r = 0
    · rw [hr, mul_zero, zero_smul]
    · rw [h μ ⟨b i, hμ, hr⟩, zero_mul, zero_smul]
```

From here on `E` has finite dimension, as for a finite basis set or grid. The claim is that \(p(A)r=0\) exactly when \(p(\mu)=0\) for every active mode \(\mu\).

If \(p(A)r=0\) and \(\mu\) is active through the eigenvector \(v\), the previous formula gives \(0=p(\mu)\langle v,r\rangle\). The overlap is nonzero, so \(p(\mu)=0\).

For the converse, take an orthonormal eigenbasis \(b_i\) with \(Ab_i=\mu_ib_i\), which the spectral theorem supplies. Then

\[
p(A)r=\sum_i p(\mu_i)\langle b_i,r\rangle\,b_i .
\]

In each term either the overlap is zero, or \(\mu_i\) is active and \(p(\mu_i)=0\). The `by_cases` line makes this distinction, and every term vanishes.

```lean
/-- A residual has only finitely many active modes when `A` is a symmetric operator on a
finite-dimensional space. -/
theorem activeModes_finite {A : E →ₗ[ℝ] E} (hA : A.IsSymmetric) (r : E) :
    (activeModes A r).Finite := by
  have h0 : aeval A A.charpoly r = 0 := by
    rw [A.aeval_self_charpoly, LinearMap.zero_apply]
  refine A.charpoly.roots.toFinset.finite_toSet.subset fun μ hμ => ?_
  rw [Finset.mem_coe, Multiset.mem_toFinset, mem_roots A.charpoly_monic.ne_zero]
  exact (aeval_eq_zero_iff hA _ r).1 h0 μ hμ
```

The characteristic polynomial \(\chi\) of \(A\) satisfies \(\chi(A)=0\) by the Cayley–Hamilton theorem, so \(\chi(A)r=0\). By the preceding theorem every active mode is a root of \(\chi\), and a nonzero polynomial has finitely many roots. The next theorem needs this because Lean's cardinality `ncard` returns 0 for an infinite set.

## Counting roots

```lean
/-- For symmetric `A` on a finite-dimensional space, a polynomial of degree at most `k` with
`p(0) = 1` and `p(A) r = 0` exists exactly when zero is not an active mode and there are at most `k`
active modes. -/
theorem exists_residual_polynomial_iff {A : E →ₗ[ℝ] E} (hA : A.IsSymmetric) (r : E) (k : ℕ) :
    (∃ p : ℝ[X], p.natDegree ≤ k ∧ p.eval 0 = 1 ∧ aeval A p r = 0) ↔
      0 ∉ activeModes A r ∧ (activeModes A r).ncard ≤ k := by
  have hfin := activeModes_finite hA r
  rw [Set.ncard_eq_toFinset_card _ hfin]
  constructor
  · rintro ⟨p, hdeg, h0, hp⟩
    have hroot := (aeval_eq_zero_iff hA p r).1 hp
    have hp0 : p ≠ 0 := by
      rintro rfl
      simp at h0
    refine ⟨fun h => one_ne_zero (h0.symm.trans (hroot 0 h)), ?_⟩
    -- every active mode is a root of `p`
    have hsub : hfin.toFinset ⊆ p.roots.toFinset := by
      intro μ hμ
      rw [Multiset.mem_toFinset, mem_roots hp0]
      exact hroot μ (hfin.mem_toFinset.1 hμ)
    exact (Finset.card_le_card hsub).trans
      ((Multiset.toFinset_card_le _).trans ((card_roots' p).trans hdeg))
  · rintro ⟨hz, hk⟩
    -- one factor `1 - X / μ` for each active mode
    refine ⟨∏ μ ∈ hfin.toFinset, (1 - C μ⁻¹ * X), ?_, ?_, ?_⟩
    · refine (natDegree_prod_le _ _).trans ?_
      refine (Finset.sum_le_card_nsmul _ _ 1 fun μ _ => ?_).trans (by simpa using hk)
      compute_degree
    · simp [eval_prod]
    · rw [aeval_eq_zero_iff hA]
      intro μ hμ
      have hμ0 : μ ≠ 0 := fun h => hz (h ▸ hμ)
      rw [eval_prod]
      exact Finset.prod_eq_zero (hfin.mem_toFinset.2 hμ) (by simp [hμ0])
```

Here `natDegree` is the degree and `ncard` the number of elements. For a symmetric \(A\), definite or not, a polynomial with \(\deg p\le k\), \(p(0)=1\) and \(p(A)r=0\) exists exactly when two conditions hold: zero is not an active mode, and there are at most \(k\) active modes.

Assume that \(p\) exists. It vanishes at every active mode, while \(p(0)=1\), so zero cannot be active. Also \(p\) is not the zero polynomial, so it has at most \(\deg p\) distinct roots, and

\[
\#\{\text{active modes}\}\le\#\{\text{roots of }p\}\le\deg p\le k .
\]

In Lean, `hsub` places the active modes among the roots, and the `trans` chain after it is this line of inequalities.

Conversely, if zero is not active, define

\[
p(X)=\prod_{\mu\ \text{active}}\left(1-\frac{X}{\mu}\right).
\]

Each factor has degree at most one, so \(\deg p\le k\). Each factor is 1 at \(X=0\), so \(p(0)=1\). At an active mode its own factor vanishes, hence \(p(A)r=0\). The three final bullets check these properties in this order.

An active zero mode is a density change to which the linearised residual does not respond. No correction can then remove the corresponding component of \(r\).

## The positive definite case

```lean
/-- For symmetric positive definite `A` on a finite-dimensional space, a polynomial of degree at
most `k` with `p(0) = 1` and `p(A) r = 0` exists exactly when `r` has at most `k` active modes. -/
theorem anderson_step_count {A : E →ₗ[ℝ] E} (hA : A.IsSymmetric)
    (hpos : ∀ x : E, x ≠ 0 → 0 < inner ℝ (A x) x) (r : E) (k : ℕ) :
    (∃ p : ℝ[X], p.natDegree ≤ k ∧ p.eval 0 = 1 ∧ aeval A p r = 0) ↔
      (activeModes A r).ncard ≤ k := by
  rw [exists_residual_polynomial_iff hA]
  refine and_iff_right ?_
  rintro ⟨v, hv, hr⟩
  have hv0 : v ≠ 0 := by
    rintro rfl
    exact hr (inner_zero_left r)
  have h := hpos v hv0
  rw [hv, zero_smul, inner_zero_left] at h
  exact lt_irrefl _ h
```

The added hypothesis `hpos` says that \(\langle Ax,x\rangle>0\) for every \(x\neq0\). It rules out zero and negative eigenvalues of the dielectric operator, but not small positive ones. It is assumed here, not derived from an electronic-structure model.

The condition on zero now holds automatically. If zero were active, there would be a vector \(v\neq0\) with \(Av=0\), and positivity would give \(0<\langle Av,v\rangle=0\). What remains is

\[
\exists\,p:\ \deg p\le k,\ p(0)=1,\ p(A)r=0
\quad\Longleftrightarrow\quad
\#\{\text{active modes}\}\le k .
\]

With \(d\) active modes, the smallest possible degree is therefore \(d\). The case \(r=0\) is included: there are no active modes, and the constant polynomial 1 suffices.

For SCF calculations this means that, in the linear, finite-dimensional, symmetric positive definite model and without rounding, neither the degeneracy of a dielectric mode nor a mode absent from the initial residual raises the polynomial degree needed to make the residual exactly zero.

## The same count for density corrections

```lean
/-- For symmetric positive definite `A` on a finite-dimensional space, the equation `A x = r` has a
solution that is a linear combination of `r, A r, ..., A^(k-1) r` exactly when `r` has at most `k`
active modes. -/
theorem krylov_correction_iff {A : E →ₗ[ℝ] E} (hA : A.IsSymmetric)
    (hpos : ∀ x : E, x ≠ 0 → 0 < inner ℝ (A x) x) (r : E) (k : ℕ) :
    (∃ c : ℕ → ℝ, A (∑ j ∈ Finset.range k, c j • (A ^ j) r) = r) ↔
      (activeModes A r).ncard ≤ k := by
  rw [← anderson_step_count hA hpos]
  constructor
  · rintro ⟨c, hc⟩
    refine ⟨1 - ∑ j ∈ Finset.range k, C (c j) * X ^ (j + 1), ?_, ?_, ?_⟩
    · refine (natDegree_sub_le _ _).trans (max_le (by simp) ?_)
      refine natDegree_sum_le_of_forall_le _ _ fun j hj => ?_
      exact (natDegree_C_mul_X_pow_le _ _).trans (Finset.mem_range.1 hj)
    · simp [Polynomial.eval_finsetSum]
    · -- the polynomial gives the residual left after the correction
      have e : aeval A (1 - ∑ j ∈ Finset.range k, C (c j) * X ^ (j + 1)) r
          = r - A (∑ j ∈ Finset.range k, c j • (A ^ j) r) := by
        simp only [map_sub, map_one, map_sum, map_mul, aeval_C, map_pow, aeval_X,
          LinearMap.sub_apply, Module.End.one_apply, LinearMap.sum_apply,
          Module.End.mul_apply, Module.algebraMap_end_apply, map_smul, pow_succ']
      rw [e, hc, sub_self]
  · rintro ⟨p, hdeg, h0, hp⟩
    -- the coefficients of `(1 - p) / X` give the correction
    refine ⟨fun j => -p.coeff (j + 1), ?_⟩
    rw [aeval_eq_sum_range' (show p.natDegree < k + 1 by omega), Finset.sum_range_succ',
      coeff_zero_eq_eval_zero, h0] at hp
    simp only [LinearMap.add_apply, LinearMap.sum_apply, LinearMap.smul_apply, pow_zero,
      one_smul, Module.End.one_apply, pow_succ', Module.End.mul_apply] at hp
    simp only [map_sum, map_smul, neg_smul, map_neg, Finset.sum_neg_distrib]
    exact neg_eq_of_add_eq_zero_right hp

end AndersonStepCount
```

The last theorem replaces the polynomial by the correction itself. `Finset.range k` is the set \(0,1,\dots,k-1\), and `c` supplies the real coefficients, of which only the first \(k\) matter. The left side says that

\[
x=\sum_{j=0}^{k-1}c_jA^jr
\qquad\text{satisfies}\qquad Ax=r
\]

for some choice of coefficients. This is possible exactly when \(r\) has at most \(k\) active modes. For \(k=0\) the sum is empty, and the statement reduces to \(r=0\).

Given such an \(x\), set \(p(X)=1-\sum_{j=0}^{k-1}c_jX^{j+1}\). Its degree is at most \(k\), its value at zero is 1, and

\[
p(A)r=r-Ax=0 .
\]

The identity named `e` in the proof is the first equality. The preceding theorem then bounds the number of active modes.

In the other direction, that theorem provides a polynomial \(p\). Write \(p_j\) for its coefficient of \(X^j\), so \(p_0=p(0)=1\). Then

\[
0=p(A)r=r+A\sum_{j=0}^{k-1}p_{j+1}A^jr ,
\]

and \(c_j=-p_{j+1}\) solves the equation. In Lean, `Finset.sum_range_succ'` splits off the constant term, and the last line moves the sum to the other side.

In the opening example with \(r=(1,1,0)\), the polynomial \(1-X/2\) has \(p_1=-\tfrac12\). This gives \(c_0=\tfrac12\) and the correction \(x=r/2\), which solves \(Ax=r\) with \(k=1\).

```lean
#print axioms AndersonStepCount.activeModes_sum
#print axioms AndersonStepCount.exists_residual_polynomial_iff
#print axioms AndersonStepCount.krylov_correction_iff
```

```
'AndersonStepCount.activeModes_sum' depends on axioms: [propext, Classical.choice, Quot.sound]
'AndersonStepCount.exists_residual_polynomial_iff' depends on axioms: [propext, Classical.choice, Quot.sound]
'AndersonStepCount.krylov_correction_iff' depends on axioms: [propext, Classical.choice, Quot.sound]
```
